# With Hermitian ultrasoft data on a finite grid, the nonlocal source of charge is confined to projector and augmentation sites and sums to zero

When I propagate an orbital in real time with ultrasoft pseudopotentials and want the rate at which charge leaves a molecule, I draw a surface around all the atoms and add up the currents of the local Hamiltonian across it. The nonlocal potential, the overlap operator and the augmentation charges don't enter that sum, although all three affect the density inside.

I believe this is right because their combined effect is a source term that vanishes away from the atoms and adds up to zero. Can this be made rigorous for a finite grid, with a proof checked in Lean 4? I would also like to know whether the source can really be non-zero near the atoms.

## The source moves charge between sites but creates none

Yes to both, for one orbital and projectors that don't move. Let x label grid sites and p projectors, with ħ = 1 and ⟨u, v⟩ = Σ_p conj(u_p) v_p. The orbital ψ obeys

i S ψ' = H ψ, with H = H_loc + B D Bᴴ and S = 1 + B q Bᴴ.

Here B holds the projectors as columns, D the nonlocal strengths, and q = Σ_x Q(x) the augmentation charges, where Q(x) is their density at site x. With c = Bᴴψ and c' = Bᴴψ', the augmented density is

n(x) = |ψ_x|² + ⟨c, Q(x)c⟩.

Since Q(x) is Hermitian, the two halves of the product rule for the second term are complex conjugates, so

n'(x) = 2 Re(conj(ψ_x) ψ'_x) + 2 Re⟨c, Q(x)c'⟩.

Row x of the evolution equation is

i ψ'_x + i (B q c')_x = (H_loc ψ)_x + (B D c)_x.

Multiply it by conj(ψ_x) and take twice the imaginary part. Because Im(i z) = Re z, this gives

2 Re(conj(ψ_x) ψ'_x) = 2 Im(conj(ψ_x)(H_loc ψ)_x) + 2 Im(conj(ψ_x)(B D c)_x) − 2 Re(conj(ψ_x)(B q c')_x).

Hence n'(x) = 2 Im(conj(ψ_x)(H_loc ψ)_x) + s(x), with the source

s(x) = 2 Im(conj(ψ_x)(B D c)_x) − 2 Re(conj(ψ_x)(B q c')_x) + 2 Re⟨c, Q(x)c'⟩.

If row x of B is zero, the first two terms vanish; if Q(x) is zero, so does the third. For the sum over the grid, use Σ_x conj(ψ_x)(B v)_x = ⟨c, v⟩ for any v:

Σ_x s(x) = 2 Im⟨c, Dc⟩ − 2 Re⟨c, qc'⟩ + 2 Re⟨c, qc'⟩ = 0,

because ⟨c, Dc⟩ is real for Hermitian D.

### Charge in a region around all the atoms

Let A be a region outside which every Q(x) and every row of B vanish. The source then sums to zero over A alone. Write the flow into x from y as

b(x,y) = 2 Im(conj(ψ_x) (H_loc)_xy ψ_y).

If H_loc is Hermitian, b(x,y) = −b(y,x), so the flows inside A cancel in pairs. What remains is

d/dt Σ_{x in A} n(x) = Σ_{x in A} Σ_{y not in A} b(x,y).

This is your surface sum, counted positive for charge entering A.

### Two sites where only the source acts

Take H_loc = 0, B = (1, 1)ᵀ, D = 3, Q(0) = 1 and Q(1) = 0. With f = exp(−2it), let ψ = (f + 1, f − 1). Then c = 2f and ψ' = −2i f (1, 1), and both sides of the evolution equation equal 6f on each site. The densities are

n(0) = |f + 1|² + 4 = 6 + 2 cos 2t,

n(1) = |f − 1|² = 2 − 2 cos 2t.

They add up to 8, so the normalised values are (3 + cos 2t)/4 and (1 − cos 2t)/4. Charge oscillates between the sites with no local Hamiltonian at all. Site 1 has no augmentation density, but its row of B is non-zero, and that is enough for a source there.

### The Lean file

```lean
import Mathlib

open Matrix

namespace UltrasoftContinuity

noncomputable section

/-- Ultrasoft pseudopotential data on a grid `X` with projectors `P`: local Hamiltonian,
projector matrix, nonlocal strengths and augmentation densities. -/
structure Ultrasoft (X P : Type*) where
  Hloc : Matrix X X ℂ
  B : Matrix X P ℂ
  D : Matrix P P ℂ
  Q : X → Matrix P P ℂ

variable {X P : Type*} [Fintype X] [DecidableEq X] [Fintype P]

/-- The augmentation charges, summed over the grid. -/
def Ultrasoft.q (M : Ultrasoft X P) : Matrix P P ℂ := ∑ x, M.Q x

/-- The overlap operator `S = 1 + B q Bᴴ`. -/
def Ultrasoft.overlap (M : Ultrasoft X P) : Matrix X X ℂ := 1 + M.B * M.q * M.Bᴴ

/-- The Hamiltonian `H = H_loc + B D Bᴴ`. -/
def Ultrasoft.ham (M : Ultrasoft X P) : Matrix X X ℂ := M.Hloc + M.B * M.D * M.Bᴴ

/-- The projections `c = Bᴴ φ`. -/
def Ultrasoft.proj (M : Ultrasoft X P) (φ : X → ℂ) : P → ℂ := M.Bᴴ *ᵥ φ

/-- The augmented density `|φ_x|² + Re⟨c, Q(x) c⟩`. -/
def Ultrasoft.density (M : Ultrasoft X P) (φ : X → ℂ) (x : X) : ℝ :=
  Complex.normSq (φ x) + (star (M.proj φ) ⬝ᵥ M.Q x *ᵥ M.proj φ).re

/-- The rate `2 Im(conj(φ_x) (H_loc φ)_x)` due to the local Hamiltonian. -/
def Ultrasoft.hopping (M : Ultrasoft X P) (φ : X → ℂ) (x : X) : ℝ :=
  2 * (star (φ x) * (M.Hloc *ᵥ φ) x).im

/-- The source at `x` due to the nonlocal potential, the overlap and the augmentation density,
for a state `φ` with time derivative `φ'`. -/
def Ultrasoft.source (M : Ultrasoft X P) (φ φ' : X → ℂ) (x : X) : ℝ :=
  2 * (star (φ x) * (M.B *ᵥ (M.D *ᵥ M.proj φ)) x).im
    - 2 * (star (φ x) * (M.B *ᵥ (M.q *ᵥ M.proj φ')) x).re
    + 2 * (star (M.proj φ) ⬝ᵥ M.Q x *ᵥ M.proj φ').re

/-- At time `t` the trajectory `ψ` has derivative `ψ'` and obeys `i S ψ' = H ψ`. -/
def Ultrasoft.EvolvesAt (M : Ultrasoft X P) (ψ : ℝ → X → ℂ) (ψ' : X → ℂ) (t : ℝ) : Prop :=
  HasDerivAt ψ ψ' t ∧ Complex.I • (M.overlap *ᵥ ψ') = M.ham *ᵥ ψ t

/-- Exchanging the two states in a matrix element of a Hermitian matrix conjugates it. -/
theorem hermitian_swap {A : Matrix P P ℂ} (hA : A.IsHermitian) (u v : P → ℂ) :
    star (star u ⬝ᵥ A *ᵥ v) = star v ⬝ᵥ A *ᵥ u := by
  rw [← Matrix.star_dotProduct, Matrix.star_mulVec, hA.eq, ← Matrix.dotProduct_mulVec]

omit [DecidableEq X] in
/-- The projector matrix moves across the inner product as its adjoint. -/
theorem projector_adjoint (B : Matrix X P ℂ) (φ : X → ℂ) (v : P → ℂ) :
    star φ ⬝ᵥ B *ᵥ v = star (Bᴴ *ᵥ φ) ⬝ᵥ v := by
  rw [Matrix.star_mulVec, Matrix.conjTranspose_conjTranspose, ← Matrix.dotProduct_mulVec]

omit [DecidableEq X] in
/-- Matrix elements of the augmentation densities add up to that of `q`. -/
theorem sum_augmentation (M : Ultrasoft X P) (u v : P → ℂ) :
    ∑ x, star u ⬝ᵥ M.Q x *ᵥ v = star u ⬝ᵥ M.q *ᵥ v := by
  simp only [Ultrasoft.q, Matrix.mulVec, dotProduct, Matrix.sum_apply, Finset.sum_mul,
    Finset.mul_sum]
  rw [Finset.sum_comm]
  exact Finset.sum_congr rfl fun p _ => Finset.sum_comm

/-- A constant matrix can be taken out of a time derivative. -/
theorem hasDerivAt_mulVec {m n : Type*} [Fintype m] [Fintype n] (A : Matrix m n ℂ)
    {f : ℝ → n → ℂ} {f' : n → ℂ} {t : ℝ} (hf : HasDerivAt f f' t) :
    HasDerivAt (fun s => A *ᵥ f s) (A *ᵥ f') t := by
  refine hasDerivAt_pi.2 fun i => ?_
  simp only [Matrix.mulVec, dotProduct]
  exact HasDerivAt.fun_sum fun j _ => (hasDerivAt_pi.1 hf j).const_mul (A i j)

/-- The expectation value of a fixed Hermitian matrix `A` changes at the rate
`2 Re⟨f, A f'⟩`. -/
theorem hasDerivAt_expectation {A : Matrix P P ℂ} (hA : A.IsHermitian)
    {f : ℝ → P → ℂ} {f' : P → ℂ} {t : ℝ} (hf : HasDerivAt f f' t) :
    HasDerivAt (fun s => (star (f s) ⬝ᵥ A *ᵥ f s).re) (2 * (star (f t) ⬝ᵥ A *ᵥ f').re) t := by
  have h1 := hasDerivAt_pi.1 hf
  have h2 := hasDerivAt_pi.1 (hasDerivAt_mulVec A hf)
  have h3 : HasDerivAt (fun s => star (f s) ⬝ᵥ A *ᵥ f s)
      (∑ p, (star (f' p) * (A *ᵥ f t) p + star (f t p) * (A *ᵥ f') p)) t :=
    HasDerivAt.fun_sum fun p _ => (h1 p).star.fun_mul (h2 p)
  refine (Complex.reCLM.hasFDerivAt.comp_hasDerivAt t h3).congr_deriv ?_
  -- the two halves of the product rule have the same real part
  have h4 := congrArg Complex.re (hermitian_swap hA (f t) f')
  rw [Complex.star_def, Complex.conj_re] at h4
  rw [Finset.sum_add_distrib]
  change (star f' ⬝ᵥ A *ᵥ f t + star (f t) ⬝ᵥ A *ᵥ f').re = _
  rw [Complex.add_re, ← h4]
  ring

/-- The augmented density summed over the grid is the real part of `⟨φ, S φ⟩`. -/
theorem total_density (M : Ultrasoft X P) (φ : X → ℂ) :
    ∑ x, M.density φ x = (star φ ⬝ᵥ M.overlap *ᵥ φ).re := by
  simp only [Ultrasoft.density, Finset.sum_add_distrib]
  rw [← Complex.re_sum, sum_augmentation, Ultrasoft.overlap, Matrix.add_mulVec,
    Matrix.one_mulVec, dotProduct_add, ← Matrix.mulVec_mulVec, ← Matrix.mulVec_mulVec,
    projector_adjoint M.B φ, Complex.add_re]
  change _ + _ = _ + (star (M.proj φ) ⬝ᵥ M.q *ᵥ M.proj φ).re
  congr 1
  simp [dotProduct, Complex.normSq_apply, Complex.re_sum]

/-- Let `D` and every `Q(x)` be Hermitian. Under the evolution equation the augmented density
changes by the local-Hamiltonian rate plus a source; the source vanishes where `Q(x)` and row `x` of
`B` vanish, and it sums to zero over the grid. -/
theorem continuity_with_source (M : Ultrasoft X P) (hD : M.D.IsHermitian)
    (hQ : ∀ x, (M.Q x).IsHermitian) {ψ : ℝ → X → ℂ} {ψ' : X → ℂ} {t : ℝ}
    (h : M.EvolvesAt ψ ψ' t) :
    (∀ x, HasDerivAt (fun s => M.density (ψ s) x)
      (M.hopping (ψ t) x + M.source (ψ t) ψ' x) t) ∧
    (∀ x, M.Q x = 0 → (∀ p, M.B x p = 0) → M.source (ψ t) ψ' x = 0) ∧
    ∑ x, M.source (ψ t) ψ' x = 0 := by
  obtain ⟨hψ, heq⟩ := h
  refine ⟨fun x => ?_, fun x hQx hBx => ?_, ?_⟩
  · have hx := hasDerivAt_pi.1 hψ x
    have hr : HasDerivAt (fun s => (ψ s x).re) (ψ' x).re t :=
      Complex.reCLM.hasFDerivAt.comp_hasDerivAt t hx
    have hi : HasDerivAt (fun s => (ψ s x).im) (ψ' x).im t :=
      Complex.imCLM.hasFDerivAt.comp_hasDerivAt t hx
    have hc := hasDerivAt_expectation (hQ x) (hasDerivAt_mulVec M.Bᴴ hψ)
    simp only [Ultrasoft.density, Complex.normSq_apply]
    refine (((hr.fun_mul hr).fun_add (hi.fun_mul hi)).fun_add hc).congr_deriv ?_
    -- row x of the evolution equation, split into real and imaginary parts
    have e := congrFun heq x
    simp only [Ultrasoft.overlap, Ultrasoft.ham, Matrix.add_mulVec, Matrix.one_mulVec,
      ← Matrix.mulVec_mulVec, Pi.add_apply, Pi.smul_apply, smul_eq_mul] at e
    have e1 := congrArg Complex.re e
    have e2 := congrArg Complex.im e
    simp only [Complex.mul_re, Complex.mul_im, Complex.add_re, Complex.add_im,
      Complex.I_re, Complex.I_im] at e1 e2
    simp only [Ultrasoft.hopping, Ultrasoft.source, Ultrasoft.proj, Complex.star_def,
      Complex.mul_re, Complex.mul_im, Complex.conj_re, Complex.conj_im]
    linear_combination 2 * (ψ t x).re * e2 - 2 * (ψ t x).im * e1
  · simp [Ultrasoft.source, hQx, Matrix.mulVec, dotProduct, hBx]
  · have hB : ∀ v : P → ℂ, ∑ x, star (ψ t x) * (M.B *ᵥ v) x = star (M.proj (ψ t)) ⬝ᵥ v :=
      fun v => projector_adjoint M.B (ψ t) v
    have hd := congrArg Complex.im (hermitian_swap hD (M.proj (ψ t)) (M.proj (ψ t)))
    rw [Complex.star_def, Complex.conj_im] at hd
    simp only [Ultrasoft.source, Finset.sum_add_distrib, Finset.sum_sub_distrib,
      ← Finset.mul_sum]
    rw [← Complex.im_sum, ← Complex.re_sum, ← Complex.re_sum, hB, hB, sum_augmentation]
    linarith

/-- If `H_loc`, `D` and every `Q(x)` are Hermitian, and `Q(x)` and the rows of `B` vanish outside a
region, then under the evolution equation the charge of the region changes only through bonds of
`H_loc` that cross its boundary. -/
theorem region_charge_balance (M : Ultrasoft X P) (hH : M.Hloc.IsHermitian)
    (hD : M.D.IsHermitian) (hQ : ∀ x, (M.Q x).IsHermitian) {ψ : ℝ → X → ℂ} {ψ' : X → ℂ}
    {t : ℝ} (h : M.EvolvesAt ψ ψ' t) (A : Finset X)
    (hA : ∀ x, x ∉ A → M.Q x = 0 ∧ ∀ p, M.B x p = 0) :
    HasDerivAt (fun s => ∑ x ∈ A, M.density (ψ s) x)
      (∑ x ∈ A, ∑ y ∈ Aᶜ, 2 * (star (ψ t x) * (M.Hloc x y * ψ t y)).im) t := by
  obtain ⟨h1, h2, h3⟩ := continuity_with_source M hD hQ h
  refine (HasDerivAt.fun_sum fun x _ => h1 x).congr_deriv ?_
  have hs : ∑ x ∈ A, M.source (ψ t) ψ' x = 0 := by
    rw [← h3]
    exact Finset.sum_subset (Finset.subset_univ A)
      fun x _ hx => h2 x (hA x hx).1 (hA x hx).2
  let b : X → X → ℝ := fun x y => 2 * (star (ψ t x) * (M.Hloc x y * ψ t y)).im
  have hop : ∀ x, M.hopping (ψ t) x = ∑ y ∈ A, b x y + ∑ y ∈ Aᶜ, b x y := by
    intro x
    rw [Finset.sum_add_sum_compl]
    simp only [b, Ultrasoft.hopping, Matrix.mulVec, dotProduct, Finset.mul_sum,
      Complex.im_sum]
  -- bonds inside the region cancel in pairs
  have anti : ∀ x y, b x y = -b y x := by
    intro x y
    have e := hH.apply x y
    simp only [b]
    rw [← e]
    simp only [Complex.star_def, Complex.mul_im, Complex.mul_re, Complex.conj_re,
      Complex.conj_im]
    ring
  have inner0 : ∑ x ∈ A, ∑ y ∈ A, b x y = 0 := by
    have e : ∑ x ∈ A, ∑ y ∈ A, b x y = -∑ x ∈ A, ∑ y ∈ A, b x y := by
      calc ∑ x ∈ A, ∑ y ∈ A, b x y = ∑ x ∈ A, ∑ y ∈ A, -b y x :=
            Finset.sum_congr rfl fun x _ => Finset.sum_congr rfl fun y _ => anti x y
        _ = -∑ x ∈ A, ∑ y ∈ A, b y x := by simp only [Finset.sum_neg_distrib]
        _ = -∑ x ∈ A, ∑ y ∈ A, b x y := by rw [Finset.sum_comm]
    linarith
  rw [Finset.sum_add_distrib, hs, add_zero, Finset.sum_congr rfl fun x _ => hop x,
    Finset.sum_add_distrib, inner0, zero_add]

/-- Two sites without local Hamiltonian, sharing one projector; only site 0 carries
augmentation density. -/
def twoSite : Ultrasoft (Fin 2) (Fin 1) where
  Hloc := 0
  B := !![1; 1]
  D := !![3]
  Q := ![!![1], !![0]]

/-- The phase factor `exp(-2it)`. -/
def phase (t : ℝ) : ℂ := Complex.exp (-2 * Complex.I * (t : ℂ))

/-- The two-site trajectory `(exp(-2it) + 1, exp(-2it) - 1)`. -/
def wave (t : ℝ) : Fin 2 → ℂ := ![phase t + 1, phase t - 1]

/-- The two-site trajectory solves the evolution equation at all times, and its site densities
are `6 + 2 cos 2t` and `2 - 2 cos 2t` although `H_loc = 0`. -/
theorem twoSite_witness :
    twoSite.D.IsHermitian ∧ (∀ x, (twoSite.Q x).IsHermitian) ∧ twoSite.Hloc = 0 ∧
    ∀ t, twoSite.EvolvesAt wave (fun _ => -2 * Complex.I * phase t) t ∧
      twoSite.density (wave t) 0 = 6 + 2 * Real.cos (2 * t) ∧
      twoSite.density (wave t) 1 = 2 - 2 * Real.cos (2 * t) := by
  refine ⟨?_, ?_, rfl, fun t => ⟨⟨?_, ?_⟩, ?_⟩⟩
  · ext i j
    fin_cases i; fin_cases j
    simp [twoSite]
  · intro x
    ext i j
    fin_cases x <;> fin_cases i <;> fin_cases j <;> simp [twoSite]
  · have h0 : HasDerivAt (fun s : ℝ => Complex.exp (-2 * Complex.I * (s : ℂ)))
        (Complex.exp (-2 * Complex.I * (t : ℂ)) * (-2 * Complex.I * ((1 : ℝ) : ℂ))) t :=
      (((hasDerivAt_id t).ofReal_comp).const_mul (-2 * Complex.I)).cexp
    have h : HasDerivAt phase (-2 * Complex.I * phase t) t := by
      refine HasDerivAt.congr_deriv h0 ?_
      rw [phase, Complex.ofReal_one]
      ring
    exact hasDerivAt_pi.2 (Fin.forall_fin_two.2 ⟨h.add_const 1, h.sub_const 1⟩)
  · -- both sides equal 6 exp(-2it) on each site
    ext x
    simp only [Ultrasoft.overlap, Ultrasoft.ham, Matrix.add_mulVec, Matrix.one_mulVec,
      ← Matrix.mulVec_mulVec, Pi.add_apply, Pi.smul_apply, smul_eq_mul]
    fin_cases x <;>
      simp [Ultrasoft.q, twoSite, wave, Matrix.mulVec, dotProduct, Fin.sum_univ_succ] <;>
      linear_combination (-6 * phase t) * Complex.I_sq
  · have hre : (phase t).re = Real.cos (2 * t) := by simp [phase, Complex.exp_re]
    have him : (phase t).im = -Real.sin (2 * t) := by simp [phase, Complex.exp_im]
    have hsc := Real.sin_sq_add_cos_sq (2 * t)
    constructor
    · simp [Ultrasoft.density, Ultrasoft.proj, twoSite, wave, Matrix.mulVec, dotProduct,
        Fin.sum_univ_succ, Complex.normSq_apply, hre, him]
      linear_combination 5 * hsc
    · simp [Ultrasoft.density, Ultrasoft.proj, twoSite, wave, Matrix.mulVec, dotProduct,
        Fin.sum_univ_succ, Complex.normSq_apply, hre, him]
      linear_combination hsc

end

end UltrasoftContinuity
```

```lean
#print axioms UltrasoftContinuity.total_density
#print axioms UltrasoftContinuity.continuity_with_source
#print axioms UltrasoftContinuity.region_charge_balance
```

```
'UltrasoftContinuity.total_density' depends on axioms: [propext, Classical.choice, Quot.sound]
'UltrasoftContinuity.continuity_with_source' depends on axioms: [propext, Classical.choice, Quot.sound]
'UltrasoftContinuity.region_charge_balance' depends on axioms: [propext, Classical.choice, Quot.sound]
```

### What the theorems say about the physics

The structure `Ultrasoft X P` holds H_loc, B, D and the family Q for a finite grid `X` and a finite set of projectors `P`. The matrix `q` is defined as the sum of the `Q x`, so the augmentation charges in S always match the density. In Lean, `star u ⬝ᵥ v` is ⟨u, v⟩ and `*ᵥ` applies a matrix to a vector. The function `density` takes the real part of ⟨c, Q(x)c⟩, which loses nothing when Q(x) is Hermitian.

`EvolvesAt` says that ψ has derivative ψ' at the single time t and that the evolution equation holds there. `continuity_with_source` assumes this together with Hermitian D and Q(x), and concludes three things: the formula for n'(x), the vanishing of `source` where Q(x) and row x of B are zero, and its zero sum. Hermitian Q(x) means a real augmentation density; Hermitian D means a nonlocal potential that neither absorbs nor emits particles. H_loc may be non-Hermitian here, for example with an absorbing potential, but `region_charge_balance` requires it to be Hermitian. `total_density` identifies the summed density with the real part of ⟨ψ, Sψ⟩.

The density depends only on B and Q, so H_loc and D may vary in time if the theorem is applied at each instant with their current values. Moving ions, which change B and Q, are not covered. Nor is a surface with atoms on both sides, since A must contain every projector and augmentation site. Sums over sites carry no volume weight, so n(x) is the charge per site.

A different model would assume that S is invertible and substitute ψ' = −i S⁻¹Hψ. The source would then be a function of the state at time t alone, at the cost of an extra hypothesis and an inverse in its formula. The version here keeps ψ' as an argument and needs no inverse.

### How the proof follows the calculation

`hermitian_swap` states that conj⟨u, Av⟩ = ⟨v, Au⟩ for Hermitian A. `projector_adjoint` moves B across the inner product, and `sum_augmentation` adds the matrix elements of the Q(x) to give that of q. `hasDerivAt_mulVec` differentiates c = Bᴴψ, after which `hasDerivAt_expectation` applies the product rule and uses `hermitian_swap` to merge its two halves.

In `continuity_with_source`, `e` is row x of the evolution equation, and `e1` and `e2` are its real and imaginary parts. The final `linear_combination` takes 2 Re(ψ_x) times `e2` minus 2 Im(ψ_x) times `e1`, which is exactly twice the imaginary part of conj(ψ_x) times the row. For the zero sum, `hB` turns the site sums into inner products with c, `hd` shows that Im⟨c, Dc⟩ equals its own negative, and `linarith` finishes.

In `region_charge_balance`, `hs` restricts the zero sum to A, `hop` splits the local rate into flows from inside and outside, `anti` is the antisymmetry of b, and `inner0` is the pairwise cancellation. `twoSite_witness` differentiates the phase factor, checks the evolution equation on each site, and obtains the densities from sin² + cos² = 1.
